# Finite mean square and an inverse-cube tail for the Coulomb energy in a Gaussian s orbital

The electron's radius is described by an explicit density on r > 0, not by a random variable on an abstract probability space. Means and probabilities are integrals of that density. For a Gaussian exponent a > 0, write

φ(r) = exp(−ar²), A = 8a√(2a/π), ρ(r) = A r² exp(−2ar²).

In Lean these are `orbital`, `amplitude` and `density`.

```lean
import Mathlib

open MeasureTheory Set Filter Topology
open scoped Real

namespace GaussianOrbitalCoulombTail

noncomputable section

/-- The normalisation constant of the radial density of a Gaussian s orbital. -/
def amplitude (a : ℝ) : ℝ := 8 * a * √(2 * a / π)

/-- The radial probability density of the electron in the orbital `exp (-a r²)`. -/
def density (a r : ℝ) : ℝ := amplitude a * (r ^ 2 * Real.exp (-(2 * a) * r ^ 2))
```

The mean of f is ∫₀^∞ f(r)ρ(r) dr, and the probability P of a set of radii is the integral of ρ over its part in r > 0, which is written `Ioi 0`.

```lean
/-- The mean of a radial quantity `f` over the density of the orbital. -/
def mean (a : ℝ) (f : ℝ → ℝ) : ℝ := ∫ r in Ioi 0, f r * density a r

/-- The probability that the radius of the electron lies in `S`. -/
def prob (a : ℝ) (S : Set ℝ) : ℝ := ∫ r in Ioi 0 ∩ S, density a r
```

The nucleus is a fixed point charge Z, and units are atomic. The local energy E(r) is the radial s-wave Hamiltonian applied to φ, divided by φ; `deriv` is the actual derivative.

```lean
/-- The Gaussian s orbital, not normalised. -/
def orbital (a r : ℝ) : ℝ := Real.exp (-a * r ^ 2)

/-- The local energy of the Gaussian orbital in the Coulomb field of a nucleus of charge `Z`,
in atomic units. -/
def localEnergy (Z a r : ℝ) : ℝ :=
  -(1 / 2) * (deriv (deriv (orbital a)) r + 2 / r * deriv (orbital a) r) / orbital a r - Z / r
```

**(a)** Show that every Gaussian moment is finite, for b > 0 and n = 0, 1, 2, …:

∫₀^∞ rⁿ exp(−br²) dr < ∞.

For r ≤ 1 the integrand is at most 1. For r ≥ 1, the exponential series gives exp(br²) ≥ (br²)ⁿ⁺¹/(n+1)!, so the integrand is at most a constant times r⁻ⁿ⁻², which is integrable. Lean takes this from a Mathlib theorem for real exponents.

```lean
/-- Every natural-number power of the radius is integrable against a Gaussian on `r > 0`. -/
theorem gaussian_moment {b : ℝ} (hb : 0 < b) (n : ℕ) :
    Integrable (fun r : ℝ => r ^ n * Real.exp (-b * r ^ 2)) (volume.restrict (Ioi 0)) := by
  have hn : (0 : ℝ) ≤ n := Nat.cast_nonneg n
  have h := integrable_rpow_mul_exp_neg_mul_sq hb (s := (n : ℝ)) (by linarith)
  simp only [Real.rpow_natCast] at h
  exact h.integrableOn
```

**(b)** Relate the second moment to the plain Gaussian integral:

2b ∫₀^∞ r² exp(−br²) dr = ∫₀^∞ exp(−br²) dr.

Integrate the derivative

d/dr [r exp(−br²)] = exp(−br²) − 2br² exp(−br²)

from 0 to ∞. The bracket vanishes at both ends. In Lean, `hd` is the derivative, and `ht` obtains the limit at infinity from the integrability of the bracket and its derivative.

```lean
/-- Integration by parts relates the second radial moment of a Gaussian to its integral. -/
theorem gaussian_by_parts {b : ℝ} (hb : 0 < b) :
    2 * b * ∫ r in Ioi (0 : ℝ), r ^ 2 * Real.exp (-b * r ^ 2)
      = ∫ r in Ioi (0 : ℝ), Real.exp (-b * r ^ 2) := by
  have hd : ∀ x ∈ Ioi (0 : ℝ), HasDerivAt (fun r : ℝ => r * Real.exp (-b * r ^ 2))
      (Real.exp (-b * x ^ 2) - 2 * b * (x ^ 2 * Real.exp (-b * x ^ 2))) x := by
    intro x _
    have h1 : HasDerivAt (fun r : ℝ => -b * r ^ 2) (-b * (2 * x)) x :=
      ((hasDerivAt_pow 2 x).const_mul (-b)).congr_deriv (by norm_num)
    exact ((hasDerivAt_id' x).fun_mul h1.exp).congr_deriv (by ring)
  have h0 : Integrable (fun r : ℝ => Real.exp (-b * r ^ 2)) (volume.restrict (Ioi 0)) := by
    simpa using gaussian_moment hb 0
  have h1 : Integrable (fun r : ℝ => r * Real.exp (-b * r ^ 2)) (volume.restrict (Ioi 0)) := by
    simpa using gaussian_moment hb 1
  have h2 := (gaussian_moment hb 2).const_mul (2 * b)
  have hi : IntegrableOn (fun x : ℝ => Real.exp (-b * x ^ 2)
      - 2 * b * (x ^ 2 * Real.exp (-b * x ^ 2))) (Ioi 0) := h0.sub h2
  have hc : Continuous (fun r : ℝ => r * Real.exp (-b * r ^ 2)) := by fun_prop
  -- the boundary term vanishes at the nucleus and at infinity
  have ht := tendsto_zero_of_hasDerivAt_of_integrableOn_Ioi hd hi h1
  have h := integral_Ioi_of_hasDerivAt_of_tendsto hc.continuousWithinAt hd hi ht
  rw [integral_sub h0 h2, integral_const_mul] at h
  simp only [zero_mul, sub_zero] at h
  linarith
```

**(c)** Evaluate the Gaussian integral with its prefactor:

A ∫₀^∞ exp(−2ar²) dr = 4a.

The integral is ½√(π/(2a)), and the two square roots multiply to 1, leaving 8a · ½.

```lean
/-- The Gaussian integral multiplied by the normalisation constant equals `4a`. -/
theorem amplitude_mul_gaussian {a : ℝ} (ha : 0 < a) :
    amplitude a * ∫ r in Ioi (0 : ℝ), Real.exp (-(2 * a) * r ^ 2) = 4 * a := by
  have hs : √(2 * a / π) * √(π / (2 * a)) = 1 := by
    rw [← Real.sqrt_mul (by positivity)]
    have h : 2 * a / π * (π / (2 * a)) = 1 := by field_simp
    rw [h, Real.sqrt_one]
  rw [integral_gaussian_Ioi, amplitude]
  linear_combination (4 * a) * hs
```

**(d)** Check the normalisation:

∫₀^∞ ρ(r) dr = 1.

Put b = 2a in (b) and multiply by A. The left side is 4a ∫ρ dr and the right side is 4a by (c). Divide by 4a.

```lean
/-- The radial density integrates to one. -/
theorem density_normalised {a : ℝ} (ha : 0 < a) : ∫ r in Ioi 0, density a r = 1 := by
  have hp := gaussian_by_parts (b := 2 * a) (by positivity)
  have hG := amplitude_mul_gaussian ha
  simp only [density]
  rw [integral_const_mul]
  apply mul_left_cancel₀ (show 4 * a ≠ 0 by positivity)
  linear_combination amplitude a * hp + hG
```

**(e)** For Z > 0, bound the tail probability at every threshold T > 0:

(AZ³/3) exp(−2a(Z/T)²) ≤ T³ P(Z/r > T) ≤ AZ³/3.

Let h = Z/T. The event is the ball r < h (`hset`), where exp(−2ah²) ≤ exp(−2ar²) ≤ 1. Multiply by Ar² and integrate from 0 to h:

(Ah³/3) exp(−2ah²) ≤ P(Z/r > T) ≤ Ah³/3.

Multiplying by T³ and using T³h³ = Z³ gives the claim. The integrated inequalities are `hlow` and `hup`.

```lean
/-- Bounds at every threshold `T > 0` on the probability that the Coulomb energy's magnitude `Z/r`
exceeds `T`. -/
theorem tail_bounds {a Z T : ℝ} (ha : 0 < a) (hZ : 0 < Z) (hT : 0 < T) :
    amplitude a * Z ^ 3 / 3 * Real.exp (-(2 * a) * (Z / T) ^ 2)
        ≤ T ^ 3 * prob a {r | T < Z / r} ∧
      T ^ 3 * prob a {r | T < Z / r} ≤ amplitude a * Z ^ 3 / 3 := by
  have hC : 0 ≤ amplitude a := by unfold amplitude; positivity
  -- a large value of `Z/r` means a small distance from the nucleus
  have hset : Ioi 0 ∩ {r | T < Z / r} = Ioo 0 (Z / T) := by
    ext r
    simp only [mem_inter_iff, mem_Ioi, Set.mem_ofPred_eq, mem_Ioo]
    refine and_congr_right fun hr => ?_
    rw [lt_div_iff₀ hr, lt_div_iff₀ hT, mul_comm]
  have hh : 0 < Z / T := by positivity
  have hTh : T ^ 3 * (Z / T) ^ 3 = Z ^ 3 := by
    have h : T * (Z / T) = Z := by field_simp
    rw [← mul_pow, h]
  have hP : prob a {r | T < Z / r} = ∫ r in (0 : ℝ)..(Z / T), density a r := by
    rw [prob, hset, intervalIntegral.integral_of_le hh.le, integral_Ioc_eq_integral_Ioo]
  rw [hP]
  generalize Z / T = h at hh hTh
  have hcont : Continuous (density a) := by
    show Continuous (fun r : ℝ => amplitude a * (r ^ 2 * Real.exp (-(2 * a) * r ^ 2)))
    fun_prop
  have hpow (K : ℝ) : ∫ r in (0 : ℝ)..h, K * r ^ 2 = K * (h ^ 3 / 3) := by
    rw [intervalIntegral.integral_const_mul, integral_pow]
    norm_num
  have hK (K : ℝ) : IntervalIntegrable (fun r : ℝ => K * r ^ 2) volume 0 h :=
    Continuous.intervalIntegrable (by fun_prop) _ _
  have hT3 : 0 ≤ T ^ 3 := by positivity
  constructor
  · have hlow := intervalIntegral.integral_mono_on hh.le
      (hK (amplitude a * Real.exp (-(2 * a) * h ^ 2))) (hcont.intervalIntegrable 0 h)
      (fun r hr => by
        have hsq : r ^ 2 ≤ h ^ 2 := pow_le_pow_left₀ hr.1 hr.2 2
        have he : Real.exp (-(2 * a) * h ^ 2) ≤ Real.exp (-(2 * a) * r ^ 2) :=
          Real.exp_le_exp.2 (by nlinarith)
        have hm := mul_le_mul_of_nonneg_left he (mul_nonneg hC (sq_nonneg r))
        simp only [density]
        linarith)
    rw [hpow] at hlow
    refine le_trans (le_of_eq ?_) (mul_le_mul_of_nonneg_left hlow hT3)
    linear_combination (-(amplitude a * Real.exp (-(2 * a) * h ^ 2) / 3)) * hTh
  · have hup := intervalIntegral.integral_mono_on hh.le
      (hcont.intervalIntegrable 0 h) (hK (amplitude a))
      (fun r _ => by
        have he : Real.exp (-(2 * a) * r ^ 2) ≤ 1 :=
          Real.exp_le_one_iff.2 (by nlinarith [mul_nonneg ha.le (sq_nonneg r)])
        have hm := mul_le_mul_of_nonneg_left he (mul_nonneg hC (sq_nonneg r))
        simp only [density]
        linarith)
    rw [hpow] at hup
    refine le_trans (mul_le_mul_of_nonneg_left hup hT3) (le_of_eq ?_)
    linear_combination (amplitude a / 3) * hTh
```

**(f)** For Z > 0, find the mean square and the tail constant of Z/r, the magnitude of the Coulomb energy −Z/r:

mean of (Z/r)² = 4aZ²,

T³ P(Z/r > T) → Z³ (8a/3)√(2a/π) as T → ∞.

In the mean, r² cancels, leaving Z²A ∫₀^∞ exp(−2ar²) dr = 4aZ² by (c). In the tail, the lower bound of (e) tends to the upper one because Z/T → 0, and AZ³/3 is the stated constant. Lean closes this with a squeeze lemma.

The same squeeze, done by hand for a Slater orbital exp(−ζr) with ζ > 0 and density 4ζ³r² exp(−2ζr), gives the limit 4ζ³Z³/3.

```lean
/-- In a Gaussian orbital the magnitude `Z/r` of the Coulomb energy has mean square `4aZ²`, and the
probability that it exceeds `T` falls off as `T⁻³` with the stated constant. -/
theorem coulomb_mean_square_and_tail {a Z : ℝ} (ha : 0 < a) (hZ : 0 < Z) :
    mean a (fun r => (Z / r) ^ 2) = 4 * a * Z ^ 2 ∧
      Tendsto (fun T : ℝ => T ^ 3 * prob a {r | T < Z / r}) atTop
        (𝓝 (Z ^ 3 * (8 * a / 3 * √(2 * a / π)))) := by
  constructor
  · have h : mean a (fun r => (Z / r) ^ 2)
        = ∫ r in Ioi (0 : ℝ), Z ^ 2 * amplitude a * Real.exp (-(2 * a) * r ^ 2) := by
      refine setIntegral_congr_fun measurableSet_Ioi fun r hr => ?_
      have hr0 : r ≠ 0 := ne_of_gt hr
      have hz : (Z / r) ^ 2 * r ^ 2 = Z ^ 2 := by rw [← mul_pow, div_mul_cancel₀ Z hr0]
      simp only [density]
      linear_combination (amplitude a * Real.exp (-(2 * a) * r ^ 2)) * hz
    rw [h, integral_const_mul]
    linear_combination Z ^ 2 * amplitude_mul_gaussian ha
  · have hL : Z ^ 3 * (8 * a / 3 * √(2 * a / π)) = amplitude a * Z ^ 3 / 3 := by
      rw [amplitude]; ring
    rw [hL]
    have h0 : Tendsto (fun T : ℝ => Z / T) atTop (𝓝 0) :=
      tendsto_const_nhds.div_atTop tendsto_id
    have hc : Continuous (fun h : ℝ =>
        amplitude a * Z ^ 3 / 3 * Real.exp (-(2 * a) * h ^ 2)) := by fun_prop
    have h1 : Tendsto (fun T : ℝ => amplitude a * Z ^ 3 / 3 * Real.exp (-(2 * a) * (Z / T) ^ 2))
        atTop (𝓝 (amplitude a * Z ^ 3 / 3 * Real.exp (-(2 * a) * 0 ^ 2))) :=
      (hc.tendsto 0).comp h0
    have he : amplitude a * Z ^ 3 / 3 * Real.exp (-(2 * a) * 0 ^ 2)
        = amplitude a * Z ^ 3 / 3 := by simp
    rw [he] at h1
    -- squeeze between the bounds at finite threshold
    refine tendsto_of_tendsto_of_tendsto_of_le_of_le' h1 tendsto_const_nhds ?_ ?_
    · filter_upwards [eventually_gt_atTop 0] with T hT using (tail_bounds ha hZ hT).1
    · filter_upwards [eventually_gt_atTop 0] with T hT using (tail_bounds ha hZ hT).2
```

**(g)** Compute the local energy for r ≠ 0:

E(r) = 3a − 2a²r² − Z/r.

The derivatives are φ′ = −2arφ and φ″ = (4a²r² − 2a)φ, so

φ″ + (2/r)φ′ = (4a²r² − 6a)φ.

Multiply by −½, divide by φ and subtract Z/r. The steps `h1` and `h2` are the two derivatives.

```lean
/-- The local energy of the Gaussian orbital in closed form, away from the nucleus. -/
theorem localEnergy_eq (Z a : ℝ) {r : ℝ} (hr : r ≠ 0) :
    localEnergy Z a r = 3 * a - 2 * a ^ 2 * r ^ 2 - Z / r := by
  have h1 : ∀ x, HasDerivAt (orbital a) (-2 * a * x * orbital a x) x := by
    intro x
    have h : HasDerivAt (fun r : ℝ => -a * r ^ 2) (-a * (2 * x)) x :=
      ((hasDerivAt_pow 2 x).const_mul (-a)).congr_deriv (by norm_num)
    exact h.exp.congr_deriv (by simp only [orbital]; ring)
  have hd : deriv (orbital a) = fun x => -2 * a * x * orbital a x :=
    funext fun x => (h1 x).deriv
  have h2 : HasDerivAt (fun x => -2 * a * x * orbital a x)
      ((4 * a ^ 2 * r ^ 2 - 2 * a) * orbital a r) r :=
    (((hasDerivAt_id' r).const_mul (-2 * a)).fun_mul (h1 r)).congr_deriv (by ring)
  have hne : orbital a r ≠ 0 := Real.exp_ne_zero _
  simp only [localEnergy, hd, h2.deriv]
  field_simp
  ring
```

**(h)** Show that the local energy has a finite second moment:

∫₀^∞ E(r)² ρ(r) dr < ∞.

The volume element removes the singularity:

r²E² = (3ar − 2a²r³ − Z)².

Expanding gives powers of r from 0 to 6, each integrable against the Gaussian by (a). As ρ is normalised, the variance is finite. In variational Monte Carlo with this one-electron, single-Gaussian model, the root-mean-square statistical error of the average of E over independent samples therefore falls as the inverse square root of their number, despite the missing nuclear cusp. The difference between the mean of E and the exact ground-state energy is not reduced by sampling.

```lean
/-- The square of the local energy is integrable over the density of the orbital. -/
theorem localEnergy_sq_integrable (Z : ℝ) {a : ℝ} (ha : 0 < a) :
    IntegrableOn (fun r => localEnergy Z a r ^ 2 * density a r) (Ioi 0) := by
  have m := gaussian_moment (b := 2 * a) (by positivity)
  let e : ℝ → ℝ := fun r => Real.exp (-(2 * a) * r ^ 2)
  have h : IntegrableOn (fun r : ℝ =>
      amplitude a * Z ^ 2 * (r ^ 0 * e r) + amplitude a * (-6 * a * Z) * (r ^ 1 * e r)
      + amplitude a * (9 * a ^ 2) * (r ^ 2 * e r) + amplitude a * (4 * a ^ 2 * Z) * (r ^ 3 * e r)
      + amplitude a * (-12 * a ^ 3) * (r ^ 4 * e r)
      + amplitude a * (4 * a ^ 4) * (r ^ 6 * e r)) (Ioi 0) :=
    ((((((m 0).const_mul _).add ((m 1).const_mul _)).add ((m 2).const_mul _)).add
      ((m 3).const_mul _)).add ((m 4).const_mul _)).add ((m 6).const_mul _)
  refine h.congr_fun (fun r hr => ?_) measurableSet_Ioi
  have hr0 : r ≠ 0 := ne_of_gt hr
  have hz : Z / r * r = Z := div_mul_cancel₀ Z hr0
  -- the volume element r² absorbs the Coulomb singularity
  have hq : (3 * a - 2 * a ^ 2 * r ^ 2 - Z / r) ^ 2 * r ^ 2
      = (3 * a * r - 2 * a ^ 2 * r ^ 3 - Z) ^ 2 := by
    have hl : (3 * a - 2 * a ^ 2 * r ^ 2 - Z / r) * r
        = 3 * a * r - 2 * a ^ 2 * r ^ 3 - Z := by
      rw [sub_mul, hz]; ring
    rw [← mul_pow, hl]
  simp only [localEnergy_eq Z a hr0, density, e]
  linear_combination (-(amplitude a * Real.exp (-(2 * a) * r ^ 2))) * hq
```

**(i)** For Z > 0, show that the third moment of Z/r, the magnitude of the Coulomb energy, diverges:

∫₀^∞ (Z/r)³ ρ(r) dr = ∞.

For 0 < r ≤ 1,

(Z/r)³ρ(r) = AZ³ exp(−2ar²)/r ≥ AZ³ exp(−2a)/r,

and ∫₀¹ dr/r diverges. Lean argues by contradiction: integrability of the left side would make 1/r integrable on (0, 1]. Both this divergence and the tail law in (f) are stated for Z/r, not for the full local energy.

```lean
/-- The cube of the magnitude `Z/r` of the Coulomb energy is not integrable over the density of the
orbital. -/
theorem coulomb_cube_not_integrable {a Z : ℝ} (ha : 0 < a) (hZ : 0 < Z) :
    ¬ IntegrableOn (fun r => (Z / r) ^ 3 * density a r) (Ioi 0) := by
  intro h
  have hC : 0 < amplitude a := by unfold amplitude; positivity
  have h1 : Integrable (fun r => (Z / r) ^ 3 * density a r) (volume.restrict (Ioc 0 1)) :=
    h.mono_set Ioc_subset_Ioi_self
  -- near the nucleus the integrand dominates a multiple of 1/r
  have hinv : IntegrableOn (fun r : ℝ => r⁻¹) (Ioc 0 1) := by
    refine Integrable.mono' (h1.const_mul (Real.exp (2 * a) / (amplitude a * Z ^ 3)))
      measurable_inv.aestronglyMeasurable
      ((ae_restrict_iff' measurableSet_Ioc).2 (Eventually.of_forall fun r hr => ?_))
    have hr0 : r ≠ 0 := ne_of_gt hr.1
    have heq : Real.exp (2 * a) / (amplitude a * Z ^ 3) * ((Z / r) ^ 3 * density a r)
        = Real.exp (2 * a) * Real.exp (-(2 * a) * r ^ 2) * r⁻¹ := by
      rw [density]
      generalize Real.exp (-(2 * a) * r ^ 2) = u
      generalize Real.exp (2 * a) = v
      field_simp
    have hsq : r ^ 2 ≤ 1 := pow_le_one₀ hr.1.le hr.2
    have hone : 1 ≤ Real.exp (2 * a) * Real.exp (-(2 * a) * r ^ 2) := by
      rw [← Real.exp_add]
      exact Real.one_le_exp (by nlinarith)
    have hpos : 0 ≤ r⁻¹ := inv_nonneg.2 hr.1.le
    rw [Real.norm_of_nonneg hpos, heq]
    exact le_mul_of_one_le_left hpos hone
  have hI := (intervalIntegrable_iff_integrableOn_Ioc_of_le (zero_le_one' ℝ)).2 hinv
  rcases intervalIntegrable_inv_iff.1 hI with h01 | h01
  · exact zero_ne_one h01
  · exact h01 left_mem_uIcc

end

end GaussianOrbitalCoulombTail
```

```lean
#print axioms GaussianOrbitalCoulombTail.density_normalised
#print axioms GaussianOrbitalCoulombTail.coulomb_mean_square_and_tail
#print axioms GaussianOrbitalCoulombTail.localEnergy_sq_integrable
#print axioms GaussianOrbitalCoulombTail.coulomb_cube_not_integrable
```

```
'GaussianOrbitalCoulombTail.density_normalised' depends on axioms: [propext, Classical.choice, Quot.sound]
'GaussianOrbitalCoulombTail.coulomb_mean_square_and_tail' depends on axioms: [propext, Classical.choice, Quot.sound]
'GaussianOrbitalCoulombTail.localEnergy_sq_integrable' depends on axioms: [propext, Classical.choice, Quot.sound]
'GaussianOrbitalCoulombTail.coulomb_cube_not_integrable' depends on axioms: [propext, Classical.choice, Quot.sound]
```
